# The normal-ordered commutator of two boson strings in a single mode

The annihilator $a$ and the creator $b$ are taken here as two elements of an arbitrary ring, and the only thing assumed about them is the canonical commutation relation

$$ab-ba=1 .$$

There is no Hilbert space, no inner product, and no requirement that $b$ be the adjoint of $a$. The relation is a postulate about the physics: removing a quantum after adding one differs from adding one after removing one by exactly the identity, which is what makes the mode bosonic. The string formulas below follow from that relation and ring arithmetic alone.

A boson string is a product $b^i a^j$ with all creators on the left, which is to say in normal order. For natural numbers $i,j,k,l$, the commutator of two strings, brought back to normal order, is

$$[\,b^i a^j,\;b^k a^l\,]=\sum_{r=1}^{\min(i+k,\,j+l)} r!\left[\binom jr\binom kr-\binom lr\binom ir\right] b^{\,i+k-r}a^{\,j+l-r}.$$

The index $r$ counts contractions, each of which removes one annihilator and one creator. The sum starts at $r=1$ because the uncontracted terms of the two orderings are equal. Such commutators appear in the Heisenberg equations of motion of a single bosonic mode whose Hamiltonian is a polynomial in $a$ and $b$; several modes would need further relations between them.

The same physics could have been modelled with operators on Fock space, with $b=a^\dagger$. That would make adjoints, norms and expectation values available, but $a$ and $a^\dagger$ are unbounded there, so each product would need a domain on which it is defined. On the span of the number states, which both operators map into itself, the linear maps form a ring, and the ring identity applies to them directly.

```lean
import Mathlib

open Finset

namespace BosonStringCommutator
```

## Counting contractions

Take $j$ annihilators standing to the left of $k$ creators. To make $r$ contractions, choose $r$ of the annihilators, choose $r$ of the creators, and pair the chosen ones in any of $r!$ ways. The number of possibilities is

$$c_r(j,k)=r!\binom jr\binom kr .$$

In Lean this is `wickCoeff j k r`, a natural number. It is zero as soon as $r$ exceeds $j$ or $k$, and $c_0(j,k)=1$ always.

```lean
/-- The number of ways to contract `r` of `j` annihilators with `r` of `k` creators. -/
def wickCoeff (j k r : ℕ) : ℕ := r.factorial * (j.choose r * k.choose r)
```

Now add one annihilator and ask for $r+1$ contractions. Either the new annihilator stays free, or it is paired with one of the $k-r$ creators that the other $r$ contractions have left over:

$$c_{r+1}(j+1,k)=c_{r+1}(j,k)+(k-r)\,c_r(j,k).$$

To obtain this from the binomials, use Pascal's rule $\binom{j+1}{r+1}=\binom jr+\binom j{r+1}$. The second term gives $c_{r+1}(j,k)$. The first gives

$$(r+1)!\binom jr\binom k{r+1}=r!\binom jr\,(k-r)\binom kr ,$$

because $(r+1)\binom k{r+1}=(k-r)\binom kr$. The proof uses the same two identities: `Nat.choose_succ_succ'` is Pascal's rule, `Nat.choose_succ_right_eq` is the absorption identity, and `ring` collects the factors.

```lean
/-- Adding one annihilator: in `r + 1` contractions it is either left free, or paired with
one of the `k - r` creators not used by the other `r` contractions. -/
theorem wickCoeff_succ (j k r : ℕ) :
    wickCoeff (j + 1) k (r + 1) = wickCoeff j k (r + 1) + wickCoeff j k r * (k - r) := by
  have h := Nat.choose_succ_right_eq k r
  have h2 : r.factorial * (j.choose r * k.choose r) * (k - r)
      = r.factorial * j.choose r * (k.choose r * (k - r)) := by ring
  simp only [wickCoeff, Nat.choose_succ_succ', Nat.factorial_succ]
  rw [h2, ← h]
  ring
```

## Moving annihilators through creators

The first task is to move a single annihilator through a power of $b$. The claim is

$$a\,b^{n+1}=b^{n+1}a+(n+1)\,b^n .$$

For $n=0$ this is the canonical relation written as $ab=ba+1$. If it holds for $n$, then multiplying by $b$ on the right gives

$$a\,b^{n+2}=b^{n+1}(ab)+(n+1)b^{n+1}=b^{n+2}a+(n+2)\,b^{n+1}.$$

This is the auxiliary fact `hs`. The version `hab` also admits the zeroth power, where nothing needs to be moved and the coefficient of the second term is zero.

The second task is to move $j$ annihilators, with the result

$$a^j b^k=\sum_{r=0}^{j} c_r(j,k)\,b^{k-r}a^{j-r}.$$

When $j>k$ the sum contains terms with $r>k$; Lean's natural subtraction reads their exponent $k-r$ as $0$, and their coefficient vanishes, so they contribute nothing.

The proof is by induction on $j$. For $j=0$ both sides are $b^k$. For the next case, multiply the formula by $a$ from the left and move this new annihilator through $b^{k-r}$:

$$a^{j+1}b^k=\sum_{r=0}^{j}c_r(j,k)\left[b^{k-r}a^{j+1-r}+(k-r)\,b^{k-r-1}a^{j-r}\right].$$

In the first group of terms the new annihilator has passed freely. Separate its $r=0$ term and shift the index of the rest by one:

$$\sum_{r=0}^{j}c_r(j,k)\,b^{k-r}a^{j+1-r}=b^k a^{j+1}+\sum_{r=0}^{j}c_{r+1}(j,k)\,b^{k-r-1}a^{j-r}.$$

The last term on the right, $r=j$, has been added at no cost since $c_{j+1}(j,k)=0$. The operators now match those of the second group, and the coefficients add up to

$$c_{r+1}(j,k)+(k-r)\,c_r(j,k)=c_{r+1}(j+1,k)$$

by the recursion. Together with the uncontracted term $b^k a^{j+1}$, this is the formula for $j+1$.

In the code, `step` is the expansion of one summand and `free` is the index shift. After `wickCoeff_succ` has been applied, `abel` compares the two sides as sums in an additive group. The symbol `•` denotes a natural-number multiple of a ring element, and `range (j + 1)` is the set $0,\dots,j$.

This is Wick's theorem restricted to powers of one annihilator and one creator. Every contraction equals $1$, so the sum over pairings reduces to a count; time ordering and products of different field operators play no part.

```lean
variable {R : Type*} [Ring R] {a b : R}

/-- Wick's formula for `j` annihilators standing to the left of `k` creators: the product is
a sum of normal-ordered strings over the number `r` of contractions. -/
theorem wick_powers (h : a * b - b * a = 1) (j k : ℕ) :
    a ^ j * b ^ k = ∑ r ∈ range (j + 1), wickCoeff j k r • (b ^ (k - r) * a ^ (j - r)) := by
  have h0 : a * b = b * a + 1 := sub_eq_iff_eq_add'.mp h
  -- one annihilator moves through a power of the creator
  have hs : ∀ n : ℕ, a * b ^ (n + 1) = b ^ (n + 1) * a + (n + 1) • b ^ n := by
    intro n
    induction n with
    | zero => simpa using h0
    | succ n ih =>
      calc a * b ^ (n + 1 + 1) = a * b ^ (n + 1) * b := by
            rw [pow_succ b (n + 1), mul_assoc]
        _ = b ^ (n + 1) * (a * b) + (n + 1) • b ^ (n + 1) := by
            rw [ih, add_mul, smul_mul_assoc, ← pow_succ, mul_assoc]
        _ = b ^ (n + 1 + 1) * a + (n + 1 + 1) • b ^ (n + 1) := by
            rw [h0, mul_add, mul_one, ← mul_assoc, ← pow_succ, add_assoc,
              succ_nsmul (b ^ (n + 1)) (n + 1),
              add_comm (b ^ (n + 1)) ((n + 1) • b ^ (n + 1))]
  have hab : ∀ n : ℕ, a * b ^ n = b ^ n * a + n • b ^ (n - 1) := by
    intro n
    cases n with
    | zero => simp
    | succ n => exact hs n
  induction j with
  | zero => simp [wickCoeff]
  | succ j ih =>
    -- the new annihilator either passes freely or is contracted once
    have step : ∀ r, a * (wickCoeff j k r • (b ^ (k - r) * a ^ (j - r)))
        = wickCoeff j k r • (b ^ (k - r) * a ^ (j - r + 1))
          + (wickCoeff j k r * (k - r)) • (b ^ (k - (r + 1)) * a ^ (j - r)) := by
      intro r
      rw [mul_smul_comm, ← mul_assoc, hab (k - r), add_mul, smul_add, smul_mul_assoc,
        smul_smul, mul_assoc, ← pow_succ', Nat.sub_sub]
    have z : wickCoeff j k (j + 1) = 0 := by simp [wickCoeff]
    have o : ∀ m, wickCoeff m k 0 = 1 := by intro m; simp [wickCoeff]
    have free : ∑ r ∈ range (j + 1), wickCoeff j k r • (b ^ (k - r) * a ^ (j - r + 1))
        = ∑ r ∈ range (j + 1), wickCoeff j k (r + 1) • (b ^ (k - (r + 1)) * a ^ (j - r))
          + b ^ k * a ^ (j + 1) := by
      have e := (sum_range_succ
        (fun r => wickCoeff j k r • (b ^ (k - r) * a ^ (j + 1 - r))) (j + 1)).symm.trans
        (sum_range_succ' _ (j + 1))
      simp only [z, o, zero_smul, add_zero, one_smul, Nat.sub_zero,
        Nat.add_sub_add_right] at e
      refine Eq.trans (sum_congr rfl fun r hr => ?_) e
      have hr' := mem_range.mp hr
      rw [show j + 1 - r = j - r + 1 by omega]
    rw [pow_succ', mul_assoc, ih, mul_sum, sum_congr rfl (fun r _ => step r),
      sum_add_distrib, free, sum_range_succ' _ (j + 1)]
    simp only [wickCoeff_succ, add_smul, sum_add_distrib, o, one_smul, Nat.sub_zero,
      Nat.add_sub_add_right]
    abel
```

## The product of two strings

Put the outer operators back. Since $b^i$ already stands on the left and $a^l$ on the right, no further reordering is needed:

$$b^i a^j\,b^k a^l=b^i\,(a^jb^k)\,a^l=\sum_{r=0}^{M}c_r(j,k)\,b^{i+k-r}a^{j+l-r}.$$

The upper limit $M$ may be any number with $M\ge\min(j,k)$, because at most $\min(j,k)$ contractions are possible and all later coefficients vanish. This freedom matters in the next step, where two products with different largest numbers of contractions have to be written over one common range.

The fact `hzero` says that the later coefficients vanish, and `cut` uses it to change the upper limit. The `calc` block regroups the product, inserts `wick_powers`, and combines the exponents. It treats two cases: for $r\le\min(j,k)$ one has $i+(k-r)=i+k-r$ and $(j-r)+l=j+l-r$, and for larger $r$ both sides are zero.

```lean
/-- The normal-ordered form of a product of two boson strings; the cutoff `M` is any number
not smaller than the largest possible number of contractions. -/
theorem string_mul_string (h : a * b - b * a = 1) (i j k l M : ℕ) (hM : min j k ≤ M) :
    b ^ i * a ^ j * (b ^ k * a ^ l)
      = ∑ r ∈ range (M + 1), wickCoeff j k r • (b ^ (i + k - r) * a ^ (j + l - r)) := by
  have hzero : ∀ r, min j k < r → wickCoeff j k r = 0 := by
    intro r hr
    rcases min_lt_iff.mp hr with h' | h' <;> simp [wickCoeff, Nat.choose_eq_zero_of_lt h']
  -- terms beyond the largest number of contractions do not contribute
  have cut : ∀ (f : ℕ → R) (N : ℕ), min j k ≤ N →
      ∑ r ∈ range (N + 1), wickCoeff j k r • f r
        = ∑ r ∈ range (min j k + 1), wickCoeff j k r • f r := by
    intro f N hN
    symm
    apply sum_subset
    · intro r hr
      simp only [mem_range] at *
      omega
    · intro r _ hr
      rw [hzero r (by simp only [mem_range] at hr; omega), zero_smul]
  calc b ^ i * a ^ j * (b ^ k * a ^ l) = b ^ i * (a ^ j * b ^ k) * a ^ l := by
        simp only [mul_assoc]
    _ = ∑ r ∈ range (j + 1), wickCoeff j k r • (b ^ (i + k - r) * a ^ (j + l - r)) := by
        rw [wick_powers h, mul_sum, sum_mul]
        refine sum_congr rfl fun r _ => ?_
        by_cases hr : min j k < r
        · simp [hzero r hr]
        · rw [show i + k - r = i + (k - r) by omega, show j + l - r = (j - r) + l by omega]
          simp only [pow_add, mul_smul_comm, smul_mul_assoc, mul_assoc]
    _ = _ := (cut (fun r => b ^ (i + k - r) * a ^ (j + l - r)) j (min_le_left _ _)).trans
        (cut (fun r => b ^ (i + k - r) * a ^ (j + l - r)) M hM).symm
```

## Subtracting the two orders

Exchanging the roles of the strings gives the opposite product,

$$b^k a^l\,b^i a^j=\sum_{r=0}^{M}c_r(l,i)\,b^{i+k-r}a^{j+l-r},$$

with the same operators and different counts. The choice $M=\min(i+k,\,j+l)$ is large enough for both products, as it is at least $\min(j,k)$ and at least $\min(l,i)$. It also ensures that neither exponent falls below zero. Subtraction yields

$$[\,b^ia^j,\;b^ka^l\,]=\sum_{r=0}^{M}\bigl(c_r(j,k)-c_r(l,i)\bigr)\,b^{i+k-r}a^{j+l-r}.$$

At $r=0$ both counts are $1$, so this term cancels whatever the exponents are. What remains is the sum from $r=1$ stated at the beginning. If $M=0$, the sum is empty and the strings commute; this happens when both contain only annihilators or both contain only creators.

The theorem `string_commutator` writes the commutator out as a difference of two products, and `Icc 1 (min (i + k) (j + l))` is the range of $r$. The difference of counts can be negative, so the coefficients are integers, hence the casts to `ℤ`. They act on the ring as repeated addition or subtraction, so nothing has to be divided and the ring may have any characteristic.

In the proof, `string_mul_string` is applied once for each order. The identity `key` expresses the integer coefficient as a difference of two values of `wickCoeff`, and `sum_subset` compares the range starting at $1$ with the range starting at $0$. The only index in which they differ is $r=0$, and the last lines show that its term is zero.

```lean
/-- The commutator of two boson strings in normal order: a sum over one or more contractions,
with no uncontracted term. -/
theorem string_commutator (h : a * b - b * a = 1) (i j k l : ℕ) :
    b ^ i * a ^ j * (b ^ k * a ^ l) - b ^ k * a ^ l * (b ^ i * a ^ j)
      = ∑ r ∈ Icc 1 (min (i + k) (j + l)),
          ((r.factorial : ℤ) * ((j.choose r : ℤ) * (k.choose r : ℤ)
            - (l.choose r : ℤ) * (i.choose r : ℤ))) •
            (b ^ (i + k - r) * a ^ (j + l - r)) := by
  rw [string_mul_string h i j k l (min (i + k) (j + l)) (by omega),
    string_mul_string h k l i j (min (i + k) (j + l)) (by omega),
    add_comm k i, add_comm l j, ← sum_sub_distrib]
  symm
  have key : ∀ r, ((r.factorial : ℤ) * ((j.choose r : ℤ) * (k.choose r : ℤ)
      - (l.choose r : ℤ) * (i.choose r : ℤ)))
      = (wickCoeff j k r : ℤ) - (wickCoeff l i r : ℤ) := by
    intro r
    simp only [wickCoeff]
    push_cast
    ring
  refine Eq.trans (sum_congr rfl fun r _ => ?_) (sum_subset ?_ ?_)
  · rw [key, sub_smul, natCast_zsmul, natCast_zsmul]
  · intro r hr
    simp only [mem_Icc, mem_range] at *
    omega
  · -- only the uncontracted term is left over, and it cancels
    intro r hr hr'
    have r0 : r = 0 := by
      simp only [mem_Icc, mem_range] at *
      omega
    subst r0
    simp [wickCoeff]
```

## Balanced strings and the number operator

If each string has as many creators as annihilators, then $j=i$ and $l=k$, and every coefficient contains the factor

$$\binom ir\binom kr-\binom kr\binom ir=0 .$$

Hence $b^ia^i$ and $b^ka^k$ commute. For a single mode, this means that the number operator $ba$ and a quartic interaction proportional to $b^2a^2$ commute with each other.

```lean
/-- Two strings, each with as many creators as annihilators, commute. -/
theorem balanced_strings_commute (h : a * b - b * a = 1) (i k : ℕ) :
    b ^ i * a ^ i * (b ^ k * a ^ k) = b ^ k * a ^ k * (b ^ i * a ^ i) := by
  rw [← sub_eq_zero, string_commutator h]
  refine sum_eq_zero fun r _ => ?_
  have hc : (r.factorial : ℤ) * ((i.choose r : ℤ) * (k.choose r : ℤ)
      - (k.choose r : ℤ) * (i.choose r : ℤ)) = 0 := by ring
  rw [hc, zero_smul]
```

For the number operator and a general string, set $i=j=1$. All terms with $r\ge2$ vanish because $\binom1r=0$. The term $r=1$ is always within the range, its coefficient is $k-l$, and its exponents are $1+k-1=k$ and $1+l-1=l$. Therefore

$$[\,ba,\;b^ka^l\,]=(k-l)\,b^ka^l .$$

In the Fock space of the mode, let the string act on the number state with $n$ quanta. If $l>n$ the result is zero, because $a^l$ already gives zero. If $l\le n$, the commutator shows that the result is a multiple of the state with $n+k-l$ quanta. The proof selects the surviving term with `sum_eq_single 1`.

```lean
/-- The commutator of the number operator `b * a` with a string is the string times its number
of creators minus its number of annihilators. -/
theorem number_commutator_string (h : a * b - b * a = 1) (k l : ℕ) :
    b * a * (b ^ k * a ^ l) - b ^ k * a ^ l * (b * a)
      = ((k : ℤ) - (l : ℤ)) • (b ^ k * a ^ l) := by
  have e := string_commutator h 1 1 k l
  rw [pow_one, pow_one] at e
  rw [e, sum_eq_single 1]
  · rw [Nat.add_sub_cancel_left, Nat.add_sub_cancel_left]
    simp
  · intro r hr hr1
    have hr2 : 1 < r := by
      have := (mem_Icc.mp hr).1
      omega
    rw [Nat.choose_eq_zero_of_lt hr2]
    simp
  · intro hn
    exact absurd (mem_Icc.mpr ⟨le_refl 1, by omega⟩) hn
```

## Polynomials as a realisation of the mode

The canonical relation restricts which rings can be used. Complex $N\times N$ matrices with $N\ge1$ cannot satisfy it, since the trace of a commutator is $0$ and the trace of the identity is $N$. In simulations with a truncated boson basis, the formula therefore can't be applied to the truncated matrices as it stands.

Linear maps on complex polynomials do satisfy the relation. Let $a$ be differentiation and $b$ multiplication by $X$. For every polynomial $p$, the product rule gives

$$(ab-ba)\,p=(Xp)'-Xp'=p .$$

In this realisation $bX^n=X^{n+1}$, and $aX^n=nX^{n-1}$ for $n\ge1$, while $a$ sends the constant $1$ to zero. The monomials are unnormalised number states, since $ba\,X^n=nX^n$. No inner product is used in the code; in the one that makes $b$ the adjoint of $a$ and gives the constant $1$ norm one, the normalised state with $n$ quanta is $X^n/\sqrt{n!}$.

In the code, `Module.End ℂ (Polynomial ℂ)` is the ring of linear maps from the polynomials to themselves, with composition as its product. `LinearMap.ext` reduces the equality of maps to equality on each $p$, and `Polynomial.derivative_mul` is the product rule.

```lean
/-- Differentiation and multiplication by `X` on complex polynomials satisfy the canonical
commutation relation. -/
theorem canonical_relation_witness :
    (Polynomial.derivative : Module.End ℂ (Polynomial ℂ))
        * LinearMap.mulLeft ℂ (Polynomial.X : Polynomial ℂ)
      - LinearMap.mulLeft ℂ (Polynomial.X : Polynomial ℂ)
        * (Polynomial.derivative : Module.End ℂ (Polynomial ℂ)) = 1 := by
  refine LinearMap.ext fun p => ?_
  simp [Polynomial.derivative_mul]

end BosonStringCommutator
```

```lean
#print axioms BosonStringCommutator.string_commutator
#print axioms BosonStringCommutator.balanced_strings_commute
#print axioms BosonStringCommutator.number_commutator_string
```

```
'BosonStringCommutator.string_commutator' depends on axioms: [propext, Classical.choice, Quot.sound]
'BosonStringCommutator.balanced_strings_commute' depends on axioms: [propext, Classical.choice, Quot.sound]
'BosonStringCommutator.number_commutator_string' depends on axioms: [propext, Classical.choice, Quot.sound]
```
